# The error of the Taylor polynomial of a phase-shifted sine is at most |x|ⁿ/n!

A sine wave of unit amplitude and phase φ, sin(φ + x), is replaced by the first n terms of its Taylor series in x, whose coefficients are sin(φ + kπ/2)/k!. The theorem says that the error is at most |x|ⁿ/n!, for every natural number n and all real φ and x. The proof goes by induction on n: the derivative of the error in x is the error with one term fewer and the phase moved on by π/2, which the induction hypothesis bounds. A comparison of growth along the segment from 0 to x then gives the bound for the error itself, and for this the attempt needs the derivative of the error at the point sx with respect to s, which it takes from the chain rule.

The failing Lean file:

```lean
import Mathlib

open Real intervalIntegral

namespace SineTaylorError

noncomputable section

/-- The Taylor polynomial in `x`, with `n` terms, of the shifted sine `sin (φ + x)`. -/
def sineTaylor (n : ℕ) (φ x : ℝ) : ℝ :=
  ∑ k ∈ Finset.range n, sin (φ + k * (π / 2)) * (x ^ k / k.factorial)

/-- The Taylor polynomial with `n` terms misses the shifted sine by at most `|x|^n / n!`. -/
theorem sineTaylor_error (n : ℕ) : ∀ φ x : ℝ,
    |sin (φ + x) - sineTaylor n φ x| ≤ |x| ^ n / n.factorial := by
  induction n with
  | zero => intro φ x; simpa [sineTaylor] using Real.abs_sin_le_one (φ + x)
  | succ n ih =>
    intro φ x
    have hterm : ∀ (k : ℕ) (y : ℝ), HasDerivAt
        (fun z : ℝ => z ^ (k + 1) / ((k + 1).factorial : ℝ)) (y ^ k / k.factorial) y := by
      intro k y
      refine ((hasDerivAt_pow (k + 1) y).div_const _).congr_deriv ?_
      have h1 : (k.factorial : ℝ) ≠ 0 := by positivity
      have h2 : (k : ℝ) + 1 ≠ 0 := by positivity
      rw [Nat.add_sub_cancel, Nat.factorial_succ]
      push_cast
      field_simp
    have hfun : ∀ z, sineTaylor (n + 1) φ z = ∑ k ∈ Finset.range n,
        sin (φ + ((k + 1 : ℕ) : ℝ) * (π / 2)) * (z ^ (k + 1) / ((k + 1).factorial : ℝ))
        + sin φ := by
      intro z
      rw [sineTaylor, Finset.sum_range_succ']
      simp
    -- the derivative of the error is the error of one order less, a quarter period on
    have hder : ∀ y, HasDerivAt (fun z => sin (φ + z) - sineTaylor (n + 1) φ z)
        (sin (φ + π / 2 + y) - sineTaylor n (φ + π / 2) y) y := by
      intro y
      have hs : HasDerivAt (fun z => sin (φ + z)) (cos (φ + y)) y := by
        simpa using ((hasDerivAt_id y).const_add φ).sin
      have hsum := HasDerivAt.fun_sum (u := Finset.range n) (fun k _ =>
        (hterm k y).const_mul (sin (φ + ((k + 1 : ℕ) : ℝ) * (π / 2))))
      simp only [hfun]
      refine (hs.fun_sub (hsum.add_const (sin φ))).congr_deriv ?_
      rw [show φ + π / 2 + y = φ + y + π / 2 by ring, Real.sin_add_pi_div_two, sineTaylor]
      congr 1
      refine Finset.sum_congr rfl fun k _ => ?_
      rw [show φ + ((k + 1 : ℕ) : ℝ) * (π / 2) = φ + π / 2 + k * (π / 2) by
        push_cast; ring]
    have hd : ∀ s : ℝ, HasDerivAt
        (fun s => sin (φ + s * x) - sineTaylor (n + 1) φ (s * x))
        ((sin (φ + π / 2 + s * x) - sineTaylor n (φ + π / 2) (s * x)) * x) s :=
      fun s => (hder (s * x)).comp s (hasDerivAt_mul_const x)
    -- compare growth along the segment from 0 to x
    have h := image_norm_le_of_norm_deriv_right_le_deriv_boundary (a := 0) (b := 1)
      (fun s _ => (hd s).continuousAt.continuousWithinAt)
      (fun s _ => (hd s).hasDerivWithinAt)
      (B := fun s => |x| ^ (n + 1) * (s ^ (n + 1) / ((n + 1).factorial : ℝ)))
      (B' := fun s => |x| ^ (n + 1) * (s ^ n / (n.factorial : ℝ)))
      (by simp [hfun]) (fun s => (hterm n s).const_mul _)
      (by
        intro s hs
        rw [Real.norm_eq_abs, abs_mul]
        calc _ ≤ |s * x| ^ n / n.factorial * |x| :=
              mul_le_mul_of_nonneg_right (ih _ _) (abs_nonneg x)
          _ = _ := by rw [abs_mul, abs_of_nonneg hs.1]; ring)
      (Set.right_mem_Icc.mpr zero_le_one)
    simpa only [one_mul, one_pow, Real.norm_eq_abs, mul_one_div] using h

end

end SineTaylorError
```

The compiler's answer:

```
Main.lean:53:15: error: Type mismatch
  HasDerivAt.comp s ?m.591 (hasDerivAt_mul_const x)
has type
  HasDerivAt (?m.588 ∘ fun x_1 => x_1 * x) (?m.590 * x) s
but is expected to have type
  HasDerivAt (fun s => sin (φ + s * x) - sineTaylor (n + 1) φ (s * x))
    ((sin (φ + π / 2 + s * x) - sineTaylor n (φ + π / 2) (s * x)) * x) s
```

The one message concerns that chain rule, in `hd`. `HasDerivAt.comp` gives a derivative for a composition, `?m.588 ∘ fun x_1 => x_1 * x`, while the goal has the composed function written out, with `s * x` in two places. Lean compared the two while the outer function was still unknown: `?m.591`, the place of `hder (s * x)`, was not yet filled in. It would have had to find the outer function from the written-out form, and it did not.

The repair builds the composition first, as `hcomp`, with no goal imposed on it, so that the outer function comes from `hder (s * x)`. `exact hcomp` then has only to compare two known functions, which agree once the composition is unfolded. The fact `hi` states the inner function and its derivative openly; the message shows that Lean had already found that function, so the cure lies in the separate `hcomp`. The change from `fun s =>` to `by` and `intro s` only makes room for these steps.

Fix (accepted with no message):

```diff
@@ -51,5 +51,9 @@
         (fun s => sin (φ + s * x) - sineTaylor (n + 1) φ (s * x))
         ((sin (φ + π / 2 + s * x) - sineTaylor n (φ + π / 2) (s * x)) * x) s :=
-      fun s => (hder (s * x)).comp s (hasDerivAt_mul_const x)
+by
+      intro s
+      have hi : HasDerivAt (fun r : ℝ => r * x) x s := hasDerivAt_mul_const x
+      have hcomp := (hder (s * x)).comp s hi
+      exact hcomp
     -- compare growth along the segment from 0 to x
     have h := image_norm_le_of_norm_deriv_right_le_deriv_boundary (a := 0) (b := 1)
```
